# Mean-field metadynamics on finitely many bins flattens the biased distribution exponentially fast

A molecule stuck in a free-energy well can be driven out by adding a repulsive bias wherever it has been, which raises the question whether the biased probabilities of the states become equal, and how fast. The Lean file below answers this for a finite number of bins at positive temperature, in a mean-field model where the bias on each bin grows at a rate equal to its current biased probability.

```lean
import Mathlib

open Filter Topology Real

namespace MeanFieldMetadynamics

noncomputable section

variable {ι : Type*} [Fintype ι] {β : ℝ} {F : ι → ℝ} {V : ℝ → ι → ℝ}

local notation "N" => (Fintype.card ι : ℝ)

/-- The partition sum of the bins with free energies `F` under the bias `V`. -/
def partitionSum (β : ℝ) (F V : ι → ℝ) : ℝ := ∑ s, exp (-β * (F s + V s))

/-- The biased probability of bin `s`, proportional to `exp (-β (F s + V s))`. -/
def biasedLaw (β : ℝ) (F V : ι → ℝ) (s : ι) : ℝ :=
  exp (-β * (F s + V s)) / partitionSum β F V

/-- The inverse Boltzmann factor `exp (β (F s + V s))` of bin `s`. -/
def invWeight (β : ℝ) (F V : ι → ℝ) (s : ι) : ℝ := exp (β * (F s + V s))

/-- Mean-field metadynamics: at all times `t ≥ 0` the bias on each bin grows at a rate equal to
its biased probability (one-sided derivative at `t = 0`). -/
def IsMetadynamics (β : ℝ) (F : ι → ℝ) (V : ℝ → ι → ℝ) : Prop :=
  ∀ t, 0 ≤ t → ∀ s, HasDerivWithinAt (fun τ => V τ s) (biasedLaw β F (V t) s) (Set.Ici 0) t

/-- `L = (1/β) ln ∑ exp (-β (F + V)) + (1/N) ∑ V`, for `β ≠ 0` and `N ≥ 1` bins. -/
def lyapunov (β : ℝ) (F V : ι → ℝ) : ℝ :=
  1 / β * log (partitionSum β F V) + 1 / N * ∑ s, V s

/-- The partition sum over at least one bin is positive. -/
theorem partitionSum_pos [Nonempty ι] (β : ℝ) (F V : ι → ℝ) : 0 < partitionSum β F V :=
  Finset.sum_pos (fun _ _ => Real.exp_pos _) Finset.univ_nonempty

/-- The biased probabilities of at least one bin add up to one. -/
theorem sum_biasedLaw [Nonempty ι] (β : ℝ) (F V : ι → ℝ) : ∑ s, biasedLaw β F V s = 1 := by
  unfold biasedLaw
  rw [← Finset.sum_div]
  exact div_self (partitionSum_pos β F V).ne'

/-- Along mean-field metadynamics with `β > 0` on `N ≥ 1` bins, `L` changes at the rate
`-∑ (p s - 1/N)²`. -/
theorem lyapunov_hasDeriv [Nonempty ι] (hβ : 0 < β) (h : IsMetadynamics β F V)
    {t : ℝ} (ht : 0 ≤ t) : HasDerivWithinAt (fun τ => lyapunov β F (V τ))
      (-∑ s, (biasedLaw β F (V t) s - 1 / N) ^ 2) (Set.Ici 0) t := by
  have hZ : HasDerivWithinAt (fun τ => partitionSum β F (V τ))
      (∑ s, exp (-β * (F s + V t s)) * (-β * biasedLaw β F (V t) s)) (Set.Ici 0) t := by
    unfold partitionSum
    exact HasDerivWithinAt.fun_sum fun s _ =>
      (((h t ht s).const_add (F s)).const_mul (-β)).exp
  have hS : HasDerivWithinAt (fun τ => ∑ s, V τ s) (∑ s, biasedLaw β F (V t) s)
      (Set.Ici 0) t := HasDerivWithinAt.fun_sum fun s _ => h t ht s
  refine (((hZ.log (partitionSum_pos β F (V t)).ne').const_mul (1 / β)).fun_add
    (hS.const_mul (1 / N))).congr_deriv ?_
  have h1 : (∑ s, exp (-β * (F s + V t s)) * (-β * biasedLaw β F (V t) s)) /
      partitionSum β F (V t) = -β * ∑ s, biasedLaw β F (V t) s ^ 2 := by
    rw [Finset.sum_div, Finset.mul_sum]
    refine Finset.sum_congr rfl fun s _ => ?_
    unfold biasedLaw
    ring
  -- expand the squared distance to the uniform law with `∑ p = 1`
  have h2 : ∑ s, (biasedLaw β F (V t) s - 1 / N) ^ 2 =
      ∑ s, biasedLaw β F (V t) s ^ 2 - 1 / N := by
    have hn : N * (1 / N) ^ 2 = 1 / N := by field_simp
    have hs : ∀ s, (biasedLaw β F (V t) s - 1 / N) ^ 2 =
        biasedLaw β F (V t) s ^ 2 - 2 / N * biasedLaw β F (V t) s + (1 / N) ^ 2 :=
      fun s => by ring
    simp_rw [hs]
    rw [Finset.sum_add_distrib, Finset.sum_sub_distrib, ← Finset.mul_sum, sum_biasedLaw,
      Finset.sum_const, Finset.card_univ, nsmul_eq_mul]
    linear_combination hn
  rw [h1, h2, sum_biasedLaw]
  linear_combination (-∑ s, biasedLaw β F (V t) s ^ 2) * one_div_mul_cancel hβ.ne'

/-- A quantity with zero rate of change at all times `t ≥ 0` keeps its initial value. -/
theorem eq_initial {g : ℝ → ℝ} (h : ∀ t, 0 ≤ t → HasDerivWithinAt g 0 (Set.Ici 0) t)
    {t : ℝ} (ht : 0 ≤ t) : g t = g 0 :=
  constant_of_has_deriv_right_zero
    (fun x hx => (h x hx.1).continuousWithinAt.mono Set.Icc_subset_Ici_self)
    (fun x hx => (h x hx.1).mono (Set.Ici_subset_Ici.2 hx.1)) t ⟨ht, le_rfl⟩

/-- The inverse Boltzmann factor times the probability of a bin is one over the partition sum. -/
theorem invWeight_mul (β : ℝ) (F V : ι → ℝ) (s : ι) :
    invWeight β F V s * biasedLaw β F V s = 1 / partitionSum β F V := by
  rw [invWeight, biasedLaw, ← mul_div_assoc, ← Real.exp_add,
    show β * (F s + V s) + -β * (F s + V s) = 0 by ring, Real.exp_zero]

/-- Conservation law: the difference of `exp (β (F + V))` between any two bins keeps its initial
value along mean-field metadynamics. -/
theorem gap_conserved (h : IsMetadynamics β F V) {t : ℝ} (ht : 0 ≤ t) (s r : ι) :
    invWeight β F (V t) s - invWeight β F (V t) r =
      invWeight β F (V 0) s - invWeight β F (V 0) r := by
  -- every inverse factor grows at the same rate `β / Z`
  have hd : ∀ a τ, 0 ≤ τ → HasDerivWithinAt (fun x => invWeight β F (V x) a)
      (β / partitionSum β F (V τ)) (Set.Ici 0) τ := by
    intro a τ hτ
    have e := invWeight_mul β F (V τ) a
    unfold invWeight at e ⊢
    exact (((h τ hτ a).const_add (F a)).const_mul β).exp.congr_deriv
      (by linear_combination β * e)
  exact eq_initial (g := fun x => invWeight β F (V x) s - invWeight β F (V x) r)
    (fun τ hτ => ((hd s τ hτ).fun_sub (hd r τ hτ)).congr_deriv (sub_self _)) ht

/-- Along mean-field metadynamics with `β > 0`, if `F + V ≥ E₀` in all bins initially, then
`exp (β (F + V))` is at least `exp (β E₀) exp (β t / N)` in every bin at time `t ≥ 0`. -/
theorem filling (hβ : 0 < β) (h : IsMetadynamics β F V) {E₀ : ℝ}
    (hlo : ∀ s, E₀ ≤ F s + V 0 s) {t : ℝ} (ht : 0 ≤ t) (s : ι) :
    exp (β * E₀) * exp (β * t / N) ≤ invWeight β F (V t) s := by
  have : Nonempty ι := ⟨s⟩
  have hN : 0 < N := by exact_mod_cast Fintype.card_pos
  -- the total bias grows by `t`, so some bin has received at least `t / N`
  have htot : ∑ r, V t r - t = ∑ r, V 0 r - 0 := by
    refine eq_initial (g := fun x => ∑ r, V x r - x) (fun τ hτ => ?_) ht
    have hS : HasDerivWithinAt (fun x => ∑ r, V x r) (∑ r, biasedLaw β F (V τ) r)
        (Set.Ici 0) τ := HasDerivWithinAt.fun_sum fun r _ => h τ hτ r
    exact (hS.fun_sub (hasDerivAt_id' τ).hasDerivWithinAt).congr_deriv
      (by rw [sum_biasedLaw, sub_self])
  have hsum : ∑ r, (V 0 r + t / N) ≤ ∑ r, V t r := by
    rw [Finset.sum_add_distrib, Finset.sum_const, Finset.card_univ, nsmul_eq_mul,
      mul_div_cancel₀ _ hN.ne']
    linarith
  obtain ⟨r, -, hr⟩ : ∃ r ∈ Finset.univ, V 0 r + t / N ≤ V t r :=
    Finset.exists_le_of_sum_le Finset.univ_nonempty hsum
  have up : invWeight β F (V 0) r * exp (β * t / N) ≤ invWeight β F (V t) r := by
    unfold invWeight
    rw [← Real.exp_add]
    apply Real.exp_le_exp.2
    calc _ = β * (F r + (V 0 r + t / N)) := by ring
      _ ≤ _ := mul_le_mul_of_nonneg_left (by linarith) hβ.le
  have e0 : ∀ a, exp (β * E₀) ≤ invWeight β F (V 0) a := fun a =>
    Real.exp_le_exp.2 (mul_le_mul_of_nonneg_left (hlo a) hβ.le)
  have e1 : 1 ≤ exp (β * t / N) := Real.one_le_exp (by positivity)
  nlinarith [gap_conserved h ht s r, e0 s,
    mul_nonneg (sub_nonneg.2 (e0 r)) (sub_nonneg.2 e1)]

/-- Exponential flattening: along mean-field metadynamics with `β > 0`, if `F + V` initially lies
between `E₀` and `E₀ + Δ`, each probability is within `(exp (β Δ) - 1) exp (-β t / N)` of `1/N` at
time `t ≥ 0`. -/
theorem flattening_rate (hβ : 0 < β) (h : IsMetadynamics β F V) {E₀ Δ : ℝ}
    (hlo : ∀ s, E₀ ≤ F s + V 0 s) (hhi : ∀ s, F s + V 0 s ≤ E₀ + Δ)
    {t : ℝ} (ht : 0 ≤ t) (s : ι) :
    |biasedLaw β F (V t) s - 1 / N| ≤ (exp (β * Δ) - 1) * exp (-(β * t / N)) := by
  have : Nonempty ι := ⟨s⟩
  have hN : 0 < N := by exact_mod_cast Fintype.card_pos
  have hC : 0 ≤ exp (β * Δ) - 1 :=
    sub_nonneg.2 (Real.one_le_exp (mul_nonneg hβ.le (by linarith [hlo s, hhi s])))
  have hp0 : ∀ a, 0 ≤ biasedLaw β F (V t) a := fun a =>
    div_nonneg (Real.exp_pos _).le (partitionSum_pos β F (V t)).le
  have hp1 : ∀ a, biasedLaw β F (V t) a ≤ 1 := fun a => by
    rw [← sum_biasedLaw β F (V t)]
    exact Finset.single_le_sum (fun i _ => hp0 i) (Finset.mem_univ a)
  obtain ⟨B, hB⟩ : ∃ B, B = (exp (β * Δ) - 1) * exp (-(β * t / N)) := ⟨_, rfl⟩
  -- any two probabilities differ by at most `B`
  have pair : ∀ a r, biasedLaw β F (V t) a - biasedLaw β F (V t) r ≤ B := by
    intro a r
    have gap : invWeight β F (V 0) r - invWeight β F (V 0) a ≤
        exp (β * E₀) * (exp (β * Δ) - 1) := by
      have h1 : invWeight β F (V 0) r ≤ exp (β * E₀) * exp (β * Δ) := by
        rw [← Real.exp_add, ← mul_add]
        exact Real.exp_le_exp.2 (mul_le_mul_of_nonneg_left (hhi r) hβ.le)
      have h2 : exp (β * E₀) ≤ invWeight β F (V 0) a :=
        Real.exp_le_exp.2 (mul_le_mul_of_nonneg_left (hlo a) hβ.le)
      linarith
    have hx : exp (-(β * t / N)) * exp (β * t / N) = 1 := by
      rw [← Real.exp_add, neg_add_cancel, Real.exp_zero]
    have hu : 0 < invWeight β F (V t) r := Real.exp_pos _
    refine le_of_mul_le_mul_right ?_ hu
    calc (biasedLaw β F (V t) a - biasedLaw β F (V t) r) * invWeight β F (V t) r
        = biasedLaw β F (V t) a * (invWeight β F (V 0) r - invWeight β F (V 0) a) := by
          linear_combination invWeight_mul β F (V t) a - invWeight_mul β F (V t) r +
            biasedLaw β F (V t) a * gap_conserved h ht r a
      _ ≤ 1 * (exp (β * E₀) * (exp (β * Δ) - 1)) :=
          (mul_le_mul_of_nonneg_left gap (hp0 a)).trans
            (mul_le_mul_of_nonneg_right (hp1 a) (mul_nonneg (Real.exp_pos _).le hC))
      _ = B * (exp (β * E₀) * exp (β * t / N)) := by
          rw [hB]
          linear_combination (-(exp (β * E₀) * (exp (β * Δ) - 1))) * hx
      _ ≤ B * invWeight β F (V t) r :=
          mul_le_mul_of_nonneg_left (filling hβ h hlo ht r)
            (by rw [hB]; exact mul_nonneg hC (Real.exp_pos _).le)
  -- average over the second bin
  have up := Finset.sum_le_sum fun r (_ : r ∈ Finset.univ) => pair s r
  have lo := Finset.sum_le_sum fun r (_ : r ∈ Finset.univ) => pair r s
  simp only [Finset.sum_sub_distrib, Finset.sum_const, Finset.card_univ, nsmul_eq_mul,
    sum_biasedLaw] at up lo
  have e : N * (1 / N) = 1 := mul_one_div_cancel hN.ne'
  rw [← hB, abs_le]
  constructor <;> refine le_of_mul_le_mul_left ?_ hN <;> rw [mul_sub, e] <;> linarith

/-- Mean-field metadynamics with `β > 0` flattens the distribution: from any initial bias, the
probability of every bin tends to `1/N`. -/
theorem tendsto_uniform (hβ : 0 < β) (h : IsMetadynamics β F V) (s : ι) :
    Tendsto (fun t => biasedLaw β F (V t) s) atTop (𝓝 (1 / N)) := by
  have : Nonempty ι := ⟨s⟩
  have hN : 0 < N := by exact_mod_cast Fintype.card_pos
  obtain ⟨m, hm⟩ := Finite.exists_min (fun s => F s + V 0 s)
  obtain ⟨M, hM⟩ := Finite.exists_max (fun s => F s + V 0 s)
  have hx : Tendsto (fun t : ℝ => β * t / N) atTop atTop :=
    (tendsto_id.const_mul_atTop hβ).atTop_div_const hN
  have hlim := (Real.tendsto_exp_neg_atTop_nhds_zero.comp hx).const_mul
    (exp (β * ((F M + V 0 M) - (F m + V 0 m))) - 1)
  rw [mul_zero] at hlim
  rw [tendsto_iff_norm_sub_tendsto_zero]
  refine squeeze_zero' (Eventually.of_forall fun _ => norm_nonneg _) ?_ hlim
  filter_upwards [eventually_ge_atTop 0] with t ht
  exact flattening_rate hβ h hm (fun a => by linarith [hM a]) ht s

/-- A closed-form bias for two bins with free energies `F`. -/
def twoBinBias (F : Fin 2 → ℝ) (t : ℝ) : Fin 2 → ℝ :=
  ![t / 2 + arsinh (exp (-(t / 2))) - F 0, t / 2 - arsinh (exp (-(t / 2))) - F 1]

/-- `twoBinBias` solves mean-field metadynamics on two bins at `β = 1`. -/
theorem twoBinBias_witness (F : Fin 2 → ℝ) : IsMetadynamics 1 F (twoBinBias F) := by
  intro t _
  obtain ⟨x, hx⟩ : ∃ x, x = exp (-(t / 2)) := ⟨_, rfl⟩
  have hx0 : 0 < x := by rw [hx]; exact Real.exp_pos _
  have hq : 0 < √(1 + x ^ 2) := Real.sqrt_pos.2 (by positivity)
  have hqi : (√(1 + x ^ 2))⁻¹ * √(1 + x ^ 2) = 1 := inv_mul_cancel₀ hq.ne'
  have ht2 := (hasDerivAt_id' t).div_const 2
  have hw := ht2.fun_neg.exp.arsinh
  simp only [smul_eq_mul, ← hx] at hw
  -- the two Boltzmann weights
  have e0 : exp (-1 * (F 0 + twoBinBias F t 0)) = x * (√(1 + x ^ 2) - x) := by
    have harg : -1 * (F 0 + twoBinBias F t 0) = -(t / 2) + -arsinh x := by
      rw [hx]
      show -1 * (F 0 + (t / 2 + arsinh (exp (-(t / 2))) - F 0)) = _
      ring
    rw [harg, Real.exp_add, ← hx, ← Real.cosh_sub_sinh (arsinh x), Real.cosh_arsinh,
      Real.sinh_arsinh]
  have e1 : exp (-1 * (F 1 + twoBinBias F t 1)) = x * (√(1 + x ^ 2) + x) := by
    have harg : -1 * (F 1 + twoBinBias F t 1) = -(t / 2) + arsinh x := by
      rw [hx]
      show -1 * (F 1 + (t / 2 - arsinh (exp (-(t / 2))) - F 1)) = _
      ring
    rw [harg, Real.exp_add, ← hx, ← Real.cosh_add_sinh (arsinh x), Real.cosh_arsinh,
      Real.sinh_arsinh]
  have hden : x * (√(1 + x ^ 2) - x) + x * (√(1 + x ^ 2) + x) = 2 * √(1 + x ^ 2) * x := by
    ring
  have hne : 2 * √(1 + x ^ 2) * x ≠ 0 := by positivity
  rw [Fin.forall_fin_two]
  constructor
  · refine ((ht2.fun_add hw).sub_const (F 0)).hasDerivWithinAt.congr_deriv ?_
    rw [biasedLaw, partitionSum, Fin.sum_univ_two, e0, e1, hden, eq_div_iff hne]
    linear_combination (-x ^ 2) * hqi
  · refine ((ht2.fun_sub hw).sub_const (F 1)).hasDerivWithinAt.congr_deriv ?_
    rw [biasedLaw, partitionSum, Fin.sum_univ_two, e0, e1, hden, eq_div_iff hne]
    linear_combination x ^ 2 * hqi

end

end MeanFieldMetadynamics
```

```lean
#print axioms MeanFieldMetadynamics.lyapunov_hasDeriv
#print axioms MeanFieldMetadynamics.flattening_rate
#print axioms MeanFieldMetadynamics.tendsto_uniform
```

```
'MeanFieldMetadynamics.lyapunov_hasDeriv' depends on axioms: [propext, Classical.choice, Quot.sound]
'MeanFieldMetadynamics.flattening_rate' depends on axioms: [propext, Classical.choice, Quot.sound]
'MeanFieldMetadynamics.tendsto_uniform' depends on axioms: [propext, Classical.choice, Quot.sound]
```

## Bins, bias and biased probability

The bins form a finite type `ι` with \(N\) elements. Bin \(s\) has free energy \(F_s\) and carries the bias \(V_s(t)\), written `V t s`. With inverse temperature \(\beta\), the partition sum and the biased probability are

\[
Z=\sum_s e^{-\beta(F_s+V_s)},\qquad p_s=\frac{e^{-\beta(F_s+V_s)}}{Z},
\]

which are `partitionSum` and `biasedLaw`. The predicate `IsMetadynamics` says that \(dV_s/dt=p_s\) for every bin and every \(t\ge 0\). The derivative is taken within \([0,\infty)\), so it is one-sided at \(t=0\), and negative times are unconstrained.

This equation stands for a system that equilibrates under the current bias much faster than the bias changes, so that visits can be replaced by their probabilities. Since the probabilities add up to one, the total bias grows at unit rate, and \(t\) measures the energy deposited so far.

For \(\beta>0\), the file proves three main statements about any such \(V\):

- `lyapunov_hasDeriv`: the function \(L=\frac1\beta\ln Z+\frac1N\sum_s V_s\) has derivative \(-\sum_s(p_s-\frac1N)^2\).
- `flattening_rate`: if \(F_s+V_s(0)\) lies between \(E_0\) and \(E_0+\Delta\) for all \(s\), then \(|p_s-\frac1N|\le(e^{\beta\Delta}-1)\,e^{-\beta t/N}\).
- `tendsto_uniform`: every \(p_s(t)\) tends to \(1/N\).

When \(p\) is flat, differences in \(-V\) equal differences in \(F\). This is the basis for reading a free-energy profile from the accumulated bias, here in a model without sampling noise, hill width, slow hidden coordinates or the decreasing deposition rate of well-tempered variants. The theorems take a solution \(V\) as given; they do not construct one for general \(F\) and initial bias.

## The decrease of L

By the chain rule, \(dZ/dt=\sum_s e^{-\beta(F_s+V_s)}(-\beta p_s)=-\beta Z\sum_s p_s^2\). Therefore

\[
\frac{dL}{dt}=\frac{1}{\beta Z}\frac{dZ}{dt}+\frac1N\sum_s p_s=-\sum_s p_s^2+\frac1N .
\]

Expanding the square and using \(\sum_s p_s=1\) gives

\[
\sum_s\Bigl(p_s-\frac1N\Bigr)^2=\sum_s p_s^2-\frac2N+\frac1N=\sum_s p_s^2-\frac1N ,
\]

which is \(-dL/dt\). In `lyapunov_hasDeriv`, `hZ` differentiates \(Z\), `h1` divides the result by \(Z\), and `h2` expands the square.

## Differences that never change

Convergence is proved by a different route, which also gives the rate. Let \(w_s=e^{\beta(F_s+V_s)}\), called `invWeight`. Then \(w_sp_s=1/Z\) (`invWeight_mul`), and so

\[
\frac{dw_s}{dt}=\beta w_sp_s=\frac{\beta}{Z}.
\]

The right-hand side is the same for all bins, hence \(w_s(t)-w_r(t)=w_s(0)-w_r(0)\) for any two bins. This is `gap_conserved`; it rests on `eq_initial`, which says that a quantity with zero derivative keeps its initial value.

The \(w_s\) themselves grow. The total bias increases by \(t\), so some bin \(r\) has received at least \(t/N\), and \(w_r(t)\ge w_r(0)e^{\beta t/N}\). Conservation carries this growth to every bin \(s\):

\[
w_s(t)=w_s(0)+w_r(t)-w_r(0)\ge w_s(0)+w_r(0)\bigl(e^{\beta t/N}-1\bigr)\ge e^{\beta E_0}e^{\beta t/N}.
\]

The last step uses that both initial values are at least \(e^{\beta E_0}\). In `filling`, `htot` tracks the total bias, `Finset.exists_le_of_sum_le` picks the bin \(r\), and `nlinarith` combines the inequalities.

## From fixed differences to a flat distribution

For two bins \(a\) and \(r\), the identity \(w_rp_r=w_ap_a\) gives

\[
(p_a-p_r)\,w_r=p_a(w_r-w_a)=p_a\bigl(w_r(0)-w_a(0)\bigr)\le e^{\beta E_0}\bigl(e^{\beta\Delta}-1\bigr),
\]

because \(0\le p_a\le1\). Dividing by \(w_r(t)\ge e^{\beta E_0}e^{\beta t/N}\) yields

\[
p_a-p_r\le B,\qquad B=(e^{\beta\Delta}-1)e^{-\beta t/N}.
\]

This is the step `pair` in `flattening_rate`. Setting \(a=s\) and averaging over \(r\) gives \(p_s-\frac1N\le B\); exchanging the roles of the two bins gives \(\frac1N-p_s\le B\).

For `tendsto_uniform`, the smallest and largest initial values of \(F_s+V_s\) supply \(E_0\) and \(\Delta\). They exist because there are finitely many bins. The bound \(B\) tends to zero, and squeezing finishes the proof.

## Two bins solved in closed form

For two bins at \(\beta=1\) and any \(F\), `twoBinBias_witness` verifies an explicit solution. Put \(x=e^{-t/2}\). The biased free energies are

\[
F_0+V_0=\frac t2+\operatorname{arsinh}x,\qquad F_1+V_1=\frac t2-\operatorname{arsinh}x .
\]

Since \(e^{\pm\operatorname{arsinh}x}=\sqrt{1+x^2}\pm x\), the Boltzmann weights are \(x(\sqrt{1+x^2}\mp x)\), with the upper sign for bin 0. Normalising them gives

\[
p_0=\frac12-\frac{x}{2\sqrt{1+x^2}},\qquad p_1=\frac12+\frac{x}{2\sqrt{1+x^2}},
\]

and these are the derivatives of \(V_0\) and \(V_1\). The solution starts from a non-uniform distribution, with a particular initial bias that depends on \(F\).

## Digging instead of filling

Convergence can fail when \(\beta<0\). Take two bins with \(F=0\), \(\beta=-1\) and \(V(0)=(1,0)\). The difference \(d=V_0-V_1\) then obeys

\[
\frac{dd}{dt}=p_0-p_1=\tanh\frac d2 ,
\]

so \(d\) grows from 1 without bound and \(p_0\to1\). Since \(F=0\), reversing the signs of \(\beta\) and \(V\) together leaves \(p\) unchanged, so this is the same as a system at positive temperature whose bias is lowered where it has been: bin 0, the lower one at the start, gets ever deeper relative to bin 1, and its probability tends to one. The formula for \(dL/dt\) still holds in this example, which shows that a decreasing \(L\) does not by itself force the distribution to become flat.
